# For differentiable unit states, the plaquette phase per area tends to $2\,\mathrm{Im}\langle\partial_x u,\partial_y u\rangle$

## States, overlaps and signs

Let $u(x,y)$ be a unit vector in a complex inner-product space $E$ for every $(x,y)\in\mathbb R^2$. The inner product is conjugate-linear in its first entry, and $\arg$ lies in $(-\pi,\pi]$. For the square of side $h>0$ with lower-left corner $k$, call the states at its corners, counterclockwise from $k$, $a,b,c,d$. The plaquette product is
$$P(h)=\langle a,b\rangle\langle b,c\rangle\langle c,d\rangle\langle d,a\rangle .$$

For smooth $u$ and Berry connection $A_j=i\langle u,\partial_j u\rangle$, the limit in the title is minus the Berry curvature $\partial_xA_y-\partial_yA_x$. Plaquette phases serve to compute Chern numbers on a grid; the result here concerns one plaquette of a single band, shrinking to a point.

## The statement in Lean

`plaquette_flux` assumes `‖u p‖ = 1` for all `p` and `DifferentiableAt ℝ u k`, and concludes
$$\frac{\arg P(h)}{h^2}\to 2\,\mathrm{Im}\langle X,Y\rangle\quad(h\to0^+),\qquad X=\partial_xu(k),\; Y=\partial_yu(k).$$
Here $X$ and $Y$ are `fderiv ℝ u k` applied to `(1, 0)` and `(0, 1)`, and `𝓝[>] 0` encodes $h\to0^+$. Twice continuously differentiable maps into the unit sphere of $\mathbb C^n$ are a special case. The theorem gives no convergence rate and does not treat the sum over a grid or degenerate bands.

## Derivation

Define the quantum geometric tensor $G(v,w)=\langle v,w\rangle-\langle v,a\rangle\langle a,w\rangle$. Substituting $\langle b,c\rangle=\langle b,a\rangle\langle a,c\rangle+G(b,c)$, and likewise for $\langle c,d\rangle$, gives
$$\begin{aligned}P={}&|\langle a,b\rangle|^2|\langle a,c\rangle|^2|\langle a,d\rangle|^2+\langle a,b\rangle G(b,c)\langle c,a\rangle|\langle a,d\rangle|^2\\&+|\langle a,b\rangle|^2\langle a,c\rangle G(c,d)\langle d,a\rangle+\langle a,b\rangle G(b,c)G(c,d)\langle d,a\rangle.\end{aligned}$$
The first term is real. Since $\langle a,a\rangle=1$,
$$\begin{aligned}G(a+hV,a+hW)={}&1+h\langle V,a\rangle+h\langle a,W\rangle+h^2\langle V,W\rangle\\&-(1+h\langle V,a\rangle)(1+h\langle a,W\rangle)=h^2G(V,W).\end{aligned}$$
By differentiability, $(b-a)/h$, $(c-a)/h$ and $(d-a)/h$ tend to $X$, $X+Y$ and $Y$. All overlaps tend to 1 and the last term of $P$ is $O(h^4)$, so
$$\frac{\mathrm{Im}\,P}{h^2}\to\mathrm{Im}\,[G(X,X+Y)+G(X+Y,Y)]=2\,\mathrm{Im}\,G(X,Y),$$
because $G(X,X)$ and $G(Y,Y)$ are real.

As $P\to1$, eventually $\arg P=\arcsin(\mathrm{Im}P/|P|)$. Arcsine has slope 1 at zero, so $\arg P/h^2$ has the same limit.

Finally, differentiating $\langle u,u\rangle=1$ shows that $\langle a,X\rangle$ and $\langle a,Y\rangle$ are imaginary. Hence $\langle X,a\rangle\langle a,Y\rangle$ is real and $\mathrm{Im}\,G(X,Y)=\mathrm{Im}\langle X,Y\rangle$.

## Without normalisation

Take $E=\mathbb C$, $u=1+x+iy$ and $k=0$. Then $P$ is the product of $|u|^2$ over the corners, so its argument is 0, yet $2\,\mathrm{Im}\langle1,i\rangle=2$. Unit norm at $k$ alone is therefore not enough.

## The Lean file

```lean
import Mathlib

open Filter Topology ComplexConjugate

namespace PlaquetteFlux

noncomputable section

variable {E : Type*} [NormedAddCommGroup E] [InnerProductSpace ℂ E]

/-- The counterclockwise cyclic product of overlaps around the square of side `h`
with lower-left corner `k`. -/
def plaquetteProduct (u : ℝ × ℝ → E) (k : ℝ × ℝ) (h : ℝ) : ℂ :=
  inner ℂ (u k) (u (k + (h, 0))) * inner ℂ (u (k + (h, 0))) (u (k + (h, h))) *
    inner ℂ (u (k + (h, h))) (u (k + (0, h))) * inner ℂ (u (k + (0, h))) (u k)

/-- The quantum geometric tensor at the state `a`, evaluated on two displacements. -/
def geomTensor (a X Y : E) : ℂ := inner ℂ X Y - inner ℂ X a * inner ℂ a Y

/-- For two vectors displaced from a unit vector `a` by `h X` and `h Y`, the geometric tensor is
exactly `h²` times its value on `X` and `Y`. -/
theorem geomTensor_displaced {a : E} (ha : ‖a‖ = 1) (h : ℝ) (X Y : E) :
    geomTensor a (a + h • X) (a + h • Y) = (h : ℂ) ^ 2 * geomTensor a X Y := by
  have haa : inner ℂ a a = (1 : ℂ) := by rw [inner_self_eq_norm_sq_to_K, ha]; simp
  have e : ∀ Z : E, h • Z = (h : ℂ) • Z := fun Z => by rw [Complex.coe_smul]
  simp only [geomTensor, e, inner_add_left, inner_add_right, inner_smul_left,
    inner_smul_right, Complex.conj_ofReal, haa]
  ring

/-- The imaginary part of a four-state overlap loop comes only from terms that contain the
geometric tensor at the base state. -/
theorem loop_im (a b c d : E) :
    (inner ℂ a b * inner ℂ b c * inner ℂ c d * inner ℂ d a : ℂ).im =
      (inner ℂ a b * geomTensor a b c * inner ℂ c a * (inner ℂ a d * inner ℂ d a) +
        inner ℂ a b * inner ℂ b a * inner ℂ a c * geomTensor a c d * inner ℂ d a +
        inner ℂ a b * geomTensor a b c * geomTensor a c d * inner ℂ d a : ℂ).im := by
  have r : ∀ z : E, (inner ℂ a z * inner ℂ z a : ℂ) = (Complex.normSq (inner ℂ a z) : ℂ) := by
    intro z
    rw [← inner_conj_symm z a, Complex.mul_conj]
  -- the remaining term is a product of three transition probabilities, hence real
  have real : (inner ℂ a b * inner ℂ b a * (inner ℂ a c * inner ℂ c a) *
      (inner ℂ a d * inner ℂ d a) : ℂ).im = 0 := by
    rw [r b, r c, r d, ← Complex.ofReal_mul, ← Complex.ofReal_mul, Complex.ofReal_im]
  rw [← sub_eq_zero, ← Complex.sub_im, ← real]
  refine congrArg Complex.im ?_
  unfold geomTensor
  ring

/-- If a complex quantity tends to 1 and its imaginary part divided by `h²` tends to `L`,
then its argument divided by `h²` tends to `L`. -/
theorem tendsto_arg_div {P : ℝ → ℂ} {L : ℝ} (hP : Tendsto P (𝓝[>] 0) (𝓝 1))
    (hI : Tendsto (fun h => (P h).im / h ^ 2) (𝓝[>] 0) (𝓝 L)) :
    Tendsto (fun h => Complex.arg (P h) / h ^ 2) (𝓝[>] 0) (𝓝 L) := by
  have hn : Tendsto (fun h => ‖P h‖) (𝓝[>] 0) (𝓝 1) := by simpa using hP.norm
  have him : Tendsto (fun h => (P h).im) (𝓝[>] 0) (𝓝 0) :=
    (Complex.continuous_im.tendsto 1).comp hP
  have hre : Tendsto (fun h => (P h).re) (𝓝[>] 0) (𝓝 1) :=
    (Complex.continuous_re.tendsto 1).comp hP
  have hs : Tendsto (fun h => (P h).im / ‖P h‖) (𝓝[>] 0) (𝓝 0) := by
    have := him.div hn one_ne_zero
    rw [zero_div] at this
    exact this
  -- arcsin has slope 1 at the origin
  have hd : HasDerivAt Real.arcsin 1 0 := by
    simpa using Real.hasDerivAt_arcsin (x := 0) (by norm_num) (by norm_num)
  have hq : Tendsto (dslope Real.arcsin 0) (𝓝 0) (𝓝 1) := by
    have := (continuousAt_dslope_same.2 hd.differentiableAt).tendsto
    rwa [dslope_same, hd.deriv] at this
  have hlim := (hI.div hn one_ne_zero).mul (hq.comp hs)
  rw [div_one, mul_one] at hlim
  refine hlim.congr' ?_
  filter_upwards [hre.eventually (lt_mem_nhds zero_lt_one)] with h hh
  have e := sub_smul_dslope Real.arcsin 0 ((P h).im / ‖P h‖)
  simp only [sub_zero, Real.arcsin_zero, smul_eq_mul] at e
  rw [Complex.arg_of_re_nonneg hh.le, ← e]
  change (P h).im / h ^ 2 / ‖P h‖ * dslope Real.arcsin 0 ((P h).im / ‖P h‖) = _
  ring

/-- For corners leaving a unit vector `a` with velocities `X`, `X + Y` and `Y`, the loop phase
divided by `h²` tends to twice the imaginary part of the geometric tensor. -/
theorem tendsto_loop_phase {a X Y : E} {b c d : ℝ → E} (ha : ‖a‖ = 1)
    (hb : Tendsto (fun h : ℝ => h⁻¹ • (b h - a)) (𝓝[>] 0) (𝓝 X))
    (hc : Tendsto (fun h : ℝ => h⁻¹ • (c h - a)) (𝓝[>] 0) (𝓝 (X + Y)))
    (hd : Tendsto (fun h : ℝ => h⁻¹ • (d h - a)) (𝓝[>] 0) (𝓝 Y)) :
    Tendsto (fun h : ℝ => Complex.arg (inner ℂ a (b h) * inner ℂ (b h) (c h) *
      inner ℂ (c h) (d h) * inner ℂ (d h) a) / h ^ 2) (𝓝[>] 0)
      (𝓝 (2 * (geomTensor a X Y).im)) := by
  have haa : inner ℂ a a = (1 : ℂ) := by rw [inner_self_eq_norm_sq_to_K, ha]; simp
  have hid : Tendsto (fun h : ℝ => h) (𝓝[>] 0) (𝓝 0) :=
    tendsto_id.mono_left nhdsWithin_le_nhds
  have re : ∀ h : ℝ, 0 < h → ∀ v : E, a + h • (h⁻¹ • (v - a)) = v := by
    intro h hh v
    rw [smul_inv_smul₀ hh.ne', add_sub_cancel]
  have back : ∀ (f : ℝ → E) (Z : E), Tendsto (fun h : ℝ => h⁻¹ • (f h - a)) (𝓝[>] 0) (𝓝 Z) →
      Tendsto f (𝓝[>] 0) (𝓝 a) := by
    intro f Z hf
    have h1 := (tendsto_const_nhds (x := a)).add (hid.smul hf)
    rw [zero_smul, add_zero] at h1
    refine h1.congr' ?_
    filter_upwards [self_mem_nhdsWithin] with h hh using re h hh (f h)
  have ov : ∀ f g : ℝ → E, Tendsto f (𝓝[>] 0) (𝓝 a) → Tendsto g (𝓝[>] 0) (𝓝 a) →
      Tendsto (fun h => (inner ℂ (f h) (g h) : ℂ)) (𝓝[>] 0) (𝓝 1) := by
    intro f g hf hg
    rw [← haa]
    exact hf.inner hg
  have gl : ∀ (F G : ℝ → E) (Z W : E), Tendsto F (𝓝[>] 0) (𝓝 Z) → Tendsto G (𝓝[>] 0) (𝓝 W) →
      Tendsto (fun h => geomTensor a (F h) (G h)) (𝓝[>] 0) (𝓝 (geomTensor a Z W)) :=
    fun F G Z W hF hG => (hF.inner hG).sub
      ((hF.inner tendsto_const_nhds).mul (tendsto_const_nhds.inner hG))
  have ka : Tendsto (fun _ : ℝ => a) (𝓝[>] 0) (𝓝 a) := tendsto_const_nhds
  have kb := back b X hb
  have kc := back c _ hc
  have kd := back d Y hd
  have gbc := gl _ _ _ _ hb hc
  have gcd := gl _ _ _ _ hc hd
  apply tendsto_arg_div
  · have := (((ov _ _ ka kb).mul (ov _ _ kb kc)).mul (ov _ _ kc kd)).mul (ov _ _ kd ka)
    simpa only [mul_one] using this
  · have hz : Tendsto (fun h : ℝ => (h : ℂ) ^ 2) (𝓝[>] 0) (𝓝 0) := by
      have := ((Complex.continuous_ofReal.tendsto 0).comp hid).pow 2
      simpa [Function.comp_def] using this
    have hR := (((((ov _ _ ka kb).mul gbc).mul (ov _ _ kc ka)).mul
      ((ov _ _ ka kd).mul (ov _ _ kd ka))).add
      (((((ov _ _ ka kb).mul (ov _ _ kb ka)).mul (ov _ _ ka kc)).mul gcd).mul
        (ov _ _ kd ka))).add
      (hz.mul ((((ov _ _ ka kb).mul gbc).mul gcd).mul (ov _ _ kd ka)))
    have hI := (Complex.continuous_im.tendsto _).comp hR
    -- the diagonal entries of the geometric tensor are real
    have self : ∀ Z : E, (geomTensor a Z Z).im = 0 := fun Z => Complex.conj_eq_iff_im.1 (by
      simp only [geomTensor, map_sub, map_mul, inner_conj_symm]
      ring)
    have val : (geomTensor a X (X + Y) + geomTensor a (X + Y) Y).im =
        2 * (geomTensor a X Y).im := by
      have : geomTensor a X (X + Y) + geomTensor a (X + Y) Y =
          geomTensor a X X + geomTensor a Y Y + (geomTensor a X Y + geomTensor a X Y) := by
        simp only [geomTensor, inner_add_left, inner_add_right]
        ring
      rw [this, Complex.add_im, Complex.add_im, Complex.add_im, self, self]
      ring
    simp only [one_mul, mul_one, zero_mul, add_zero, val] at hI
    refine hI.congr' ?_
    filter_upwards [self_mem_nhdsWithin] with h hh
    have hh' : 0 < h := hh
    have g1 := geomTensor_displaced ha h (h⁻¹ • (b h - a)) (h⁻¹ • (c h - a))
    have g2 := geomTensor_displaced ha h (h⁻¹ • (c h - a)) (h⁻¹ • (d h - a))
    rw [re h hh', re h hh'] at g1 g2
    simp only [Function.comp_apply]
    rw [loop_im, g1, g2, eq_div_iff (pow_ne_zero 2 hh'.ne'), ← Complex.im_mul_ofReal]
    refine congrArg Complex.im ?_
    push_cast
    ring

/-- For a family of unit vectors, the overlap of the state with any of its directional
derivatives has vanishing real part. -/
theorem re_inner_fderiv {u : ℝ × ℝ → E} {k : ℝ × ℝ} (hn : ∀ p, ‖u p‖ = 1)
    (hu : DifferentiableAt ℝ u k) (v : ℝ × ℝ) :
    (inner ℂ (u k) (fderiv ℝ u k v) : ℂ).re = 0 := by
  have hl : HasDerivAt (fun t : ℝ => u (k + t • v)) (fderiv ℝ u k v) 0 :=
    hu.hasFDerivAt.hasLineDerivAt v
  have h1 := hl.inner ℂ hl
  have h2 : HasDerivAt (fun _ : ℝ => (1 : ℂ)) _ 0 :=
    h1.congr_of_eventuallyEq (Eventually.of_forall fun t => by
      simp [inner_self_eq_norm_sq_to_K, hn])
  have h3 := h2.unique (hasDerivAt_const (0 : ℝ) (1 : ℂ))
  simp only [zero_smul, add_zero] at h3
  rw [← inner_conj_symm (fderiv ℝ u k v) (u k)] at h3
  have h4 := congrArg Complex.re h3
  simp only [Complex.add_re, Complex.conj_re, Complex.zero_re] at h4
  linarith

/-- For unit vectors `u` differentiable at `k`, the phase of the plaquette product divided by the
area `h²` tends to `2 Im ⟨∂ₓu, ∂ᵧu⟩` at `k`. -/
theorem plaquette_flux {u : ℝ × ℝ → E} {k : ℝ × ℝ} (hn : ∀ p, ‖u p‖ = 1)
    (hu : DifferentiableAt ℝ u k) :
    Tendsto (fun h : ℝ => Complex.arg (plaquetteProduct u k h) / h ^ 2) (𝓝[>] 0)
      (𝓝 (2 * (inner ℂ (fderiv ℝ u k (1, 0)) (fderiv ℝ u k (0, 1)) : ℂ).im)) := by
  have q : ∀ v : ℝ × ℝ, Tendsto (fun h : ℝ => h⁻¹ • (u (k + h • v) - u k)) (𝓝[>] 0)
      (𝓝 (fderiv ℝ u k v)) := by
    intro v
    have hl : HasDerivAt (fun t : ℝ => u (k + t • v)) (fderiv ℝ u k v) 0 :=
      hu.hasFDerivAt.hasLineDerivAt v
    simpa only [zero_add, zero_smul, add_zero] using hl.tendsto_slope_zero_right
  have hb := q (1, 0)
  have hc := q (1, 1)
  have hd := q (0, 1)
  have hsum : fderiv ℝ u k (1, 1) = fderiv ℝ u k (1, 0) + fderiv ℝ u k (0, 1) := by
    rw [← map_add]
    simp
  rw [hsum] at hc
  simp only [Prod.smul_mk, smul_eq_mul, mul_one, mul_zero] at hb hc hd
  have main := tendsto_loop_phase (hn k) hb hc hd
  -- constant norm removes the projection term from the imaginary part
  have him : (geomTensor (u k) (fderiv ℝ u k (1, 0)) (fderiv ℝ u k (0, 1))).im =
      (inner ℂ (fderiv ℝ u k (1, 0)) (fderiv ℝ u k (0, 1)) : ℂ).im := by
    unfold geomTensor
    rw [← inner_conj_symm (fderiv ℝ u k (1, 0)) (u k), Complex.sub_im, Complex.mul_im,
      Complex.conj_re, re_inner_fderiv hn hu, re_inner_fderiv hn hu]
    ring
  rw [him] at main
  exact main

/-- For unit vectors `u` differentiable at `k` and phase factors `g`, continuous or not, the
plaquette phase of the states `g p • u p` divided by `h²` tends to `2 Im ⟨∂ₓu, ∂ᵧu⟩` at `k`. -/
theorem plaquette_flux_gauge {u : ℝ × ℝ → E} {k : ℝ × ℝ} (hn : ∀ p, ‖u p‖ = 1)
    (hu : DifferentiableAt ℝ u k) {g : ℝ × ℝ → ℂ} (hg : ∀ p, ‖g p‖ = 1) :
    Tendsto (fun h : ℝ => Complex.arg (plaquetteProduct (fun p => g p • u p) k h) / h ^ 2)
      (𝓝[>] 0) (𝓝 (2 * (inner ℂ (fderiv ℝ u k (1, 0)) (fderiv ℝ u k (0, 1)) : ℂ).im)) := by
  have e : ∀ p, conj (g p) * g p = 1 := fun p => by simp [Complex.conj_mul', hg]
  -- each corner enters once as a bra and once as a ket
  have inv : ∀ h, plaquetteProduct (fun p => g p • u p) k h = plaquetteProduct u k h := by
    intro h
    calc plaquetteProduct (fun p => g p • u p) k h
        = (conj (g k) * g k) * (conj (g (k + (h, 0))) * g (k + (h, 0))) *
          (conj (g (k + (h, h))) * g (k + (h, h))) *
          (conj (g (k + (0, h))) * g (k + (0, h))) * plaquetteProduct u k h := by
          simp only [plaquetteProduct, inner_smul_left, inner_smul_right]
          ring
      _ = plaquetteProduct u k h := by simp only [e, one_mul]
  simpa only [inv] using plaquette_flux hn hu

/-- The vector `cos (p.1 / 2) e₀ + sin (p.1 / 2) exp (i p.2) e₁`. For orthonormal `e₀`, `e₁` it is
the spin-½ state with polar angle `p.1` and azimuth `p.2`. -/
def spinHalf (e₀ e₁ : E) (p : ℝ × ℝ) : E :=
  Real.cos (p.1 / 2) • e₀ + Real.sin (p.1 / 2) • (Complex.exp (p.2 * Complex.I) • e₁)

/-- For the spin-½ state in an orthonormal basis, the plaquette phase per coordinate area
tends to `sin θ / 2`. -/
theorem spinHalf_flux {e₀ e₁ : E} (h₀ : ‖e₀‖ = 1) (h₁ : ‖e₁‖ = 1)
    (h₀₁ : inner ℂ e₀ e₁ = (0 : ℂ)) (θ φ : ℝ) :
    Tendsto (fun h : ℝ => Complex.arg (plaquetteProduct (spinHalf e₀ e₁) (θ, φ) h) / h ^ 2)
      (𝓝[>] 0) (𝓝 (Real.sin θ / 2)) := by
  have i₀ : inner ℂ e₀ e₀ = (1 : ℂ) := by rw [inner_self_eq_norm_sq_to_K, h₀]; simp
  have i₁ : inner ℂ e₁ e₁ = (1 : ℂ) := by rw [inner_self_eq_norm_sq_to_K, h₁]; simp
  have h₁₀ : inner ℂ e₁ e₀ = (0 : ℂ) := inner_eq_zero_symm.1 h₀₁
  have cs : ∀ (r : ℝ) (Z : E), r • Z = (r : ℂ) • Z := fun r Z => by rw [Complex.coe_smul]
  have ph : ∀ t : ℝ, conj (Complex.exp (t * Complex.I)) * Complex.exp (t * Complex.I) = 1 :=
    fun t => by rw [Complex.conj_mul', Complex.norm_exp_ofReal_mul_I]; simp
  have hn : ∀ p, ‖spinHalf e₀ e₁ p‖ = 1 := by
    intro p
    have hi : inner ℂ (spinHalf e₀ e₁ p) (spinHalf e₀ e₁ p) = (1 : ℂ) := by
      have t : ((Real.sin (p.1 / 2) : ℝ) : ℂ) ^ 2 + ((Real.cos (p.1 / 2) : ℝ) : ℂ) ^ 2 = 1 := by
        exact_mod_cast Real.sin_sq_add_cos_sq (p.1 / 2)
      simp only [spinHalf, cs, inner_add_left, inner_add_right, inner_smul_left,
        inner_smul_right, Complex.conj_ofReal, i₀, i₁, h₀₁, h₁₀]
      linear_combination t + ((Real.sin (p.1 / 2) : ℝ) : ℂ) ^ 2 * ph p.2
    have h2 : ‖spinHalf e₀ e₁ p‖ ^ 2 = 1 := by
      rw [norm_sq_eq_re_inner (𝕜 := ℂ), hi]
      simp
    nlinarith [norm_nonneg (spinHalf e₀ e₁ p)]
  have hu : DifferentiableAt ℝ (spinHalf e₀ e₁) (θ, φ) := by
    have hE : Differentiable ℝ (fun p : ℝ × ℝ => Complex.exp (p.2 * Complex.I)) :=
      ((Complex.ofRealCLM.differentiable.comp differentiable_snd).mul_const Complex.I).cexp
    have hC : Differentiable ℝ (fun p : ℝ × ℝ => Real.cos (p.1 / 2)) := by fun_prop
    have hS : Differentiable ℝ (fun p : ℝ × ℝ => Real.sin (p.1 / 2)) := by fun_prop
    exact ((hC.smul_const e₀).add (hS.smul (hE.smul_const e₁))) (θ, φ)
  -- the two partial derivatives, read off along the coordinate lines
  have hX : fderiv ℝ (spinHalf e₀ e₁) (θ, φ) (1, 0) = (-(Real.sin (θ / 2) / 2)) • e₀ +
      (Real.cos (θ / 2) / 2) • (Complex.exp (φ * Complex.I) • e₁) := by
    have dc : HasDerivAt (fun t : ℝ => Real.cos (t / 2)) (-(Real.sin (θ / 2) / 2)) θ :=
      (((hasDerivAt_id θ).div_const 2).cos).congr_deriv (by simp only [id_eq]; ring)
    have ds : HasDerivAt (fun t : ℝ => Real.sin (t / 2)) (Real.cos (θ / 2) / 2) θ :=
      (((hasDerivAt_id θ).div_const 2).sin).congr_deriv (by simp only [id_eq]; ring)
    have l : HasDerivAt (fun t : ℝ => (t, φ)) ((1 : ℝ), (0 : ℝ)) θ :=
      (hasDerivAt_id θ).prodMk (hasDerivAt_const θ φ)
    have hF : HasFDerivAt (spinHalf e₀ e₁) (fderiv ℝ (spinHalf e₀ e₁) (θ, φ))
      ((fun t : ℝ => (t, φ)) θ) := hu.hasFDerivAt
    have dl := HasFDerivAt.comp_hasDerivAt θ hF l
    have d1 : HasDerivAt (fun t : ℝ => spinHalf e₀ e₁ (t, φ))
      (fderiv ℝ (spinHalf e₀ e₁) (θ, φ) (1, 0)) θ := dl
    have d2 := (dc.smul_const e₀).add
      (ds.smul_const (Complex.exp (φ * Complex.I) • e₁))
    exact d1.unique d2
  have hY : fderiv ℝ (spinHalf e₀ e₁) (θ, φ) (0, 1) =
      Real.sin (θ / 2) • ((Complex.exp (φ * Complex.I) * Complex.I) • e₁) := by
    have d0 : HasDerivAt (fun t : ℝ => (t : ℂ)) 1 φ := by
      have d := Complex.ofRealCLM.hasDerivAt (x := φ)
      rw [Complex.ofRealCLM_apply, Complex.ofReal_one] at d
      exact d
    have de : HasDerivAt (fun t : ℝ => Complex.exp (t * Complex.I))
        (Complex.exp (φ * Complex.I) * Complex.I) φ :=
      ((d0.mul_const Complex.I).cexp).congr_deriv (by ring)
    have l : HasDerivAt (fun t : ℝ => (θ, t)) ((0 : ℝ), (1 : ℝ)) φ :=
      (hasDerivAt_const φ θ).prodMk (hasDerivAt_id φ)
    have hF : HasFDerivAt (spinHalf e₀ e₁) (fderiv ℝ (spinHalf e₀ e₁) (θ, φ))
      ((fun t : ℝ => (θ, t)) φ) := hu.hasFDerivAt
    have dl := HasFDerivAt.comp_hasDerivAt φ hF l
    have d1 : HasDerivAt (fun t : ℝ => spinHalf e₀ e₁ (θ, t))
      (fderiv ℝ (spinHalf e₀ e₁) (θ, φ) (0, 1)) φ := dl
    have d2 := ((de.smul_const e₁).const_smul (Real.sin (θ / 2))).const_add
      (Real.cos (θ / 2) • e₀)
    exact d1.unique d2
  have hXY : (inner ℂ (fderiv ℝ (spinHalf e₀ e₁) (θ, φ) (1, 0))
      (fderiv ℝ (spinHalf e₀ e₁) (θ, φ) (0, 1)) : ℂ) =
      ((Real.cos (θ / 2) / 2 * Real.sin (θ / 2) : ℝ) : ℂ) * Complex.I := by
    rw [hX, hY]
    simp only [cs, inner_add_left, inner_smul_left, inner_smul_right, Complex.conj_ofReal,
      i₁, h₀₁]
    rw [Complex.ofReal_mul]
    linear_combination ((Real.cos (θ / 2) / 2 : ℝ) : ℂ) * ((Real.sin (θ / 2) : ℝ) : ℂ) *
      Complex.I * ph φ
  have main := plaquette_flux hn hu
  have val : 2 * (((Real.cos (θ / 2) / 2 * Real.sin (θ / 2) : ℝ) : ℂ) * Complex.I).im =
      Real.sin θ / 2 := by
    have t := Real.sin_two_mul (θ / 2)
    rw [mul_div_cancel₀ θ (two_ne_zero)] at t
    rw [Complex.im_ofReal_mul, Complex.I_im, t]
    ring
  rw [hXY, val] at main
  exact main

end

end PlaquetteFlux
```

```lean
#print axioms PlaquetteFlux.plaquette_flux_gauge
-- 'PlaquetteFlux.plaquette_flux_gauge' depends on axioms: [propext, Classical.choice, Quot.sound]
#print axioms PlaquetteFlux.spinHalf_flux
-- 'PlaquetteFlux.spinHalf_flux' depends on axioms: [propext, Classical.choice, Quot.sound]
```

## How the proof follows the derivation

`loop_im` is the expansion of $P$: it removes the real term, and `ring` checks the rest. `geomTensor_displaced` is the exact $h^2$ scaling. `tendsto_arg_div` passes from imaginary part to argument, using `dslope` for $\arcsin(s)/s$ with its value 1 at $s=0$. `tendsto_loop_phase` combines these for any three corners with the stated difference quotients. `plaquette_flux` obtains those quotients from derivatives along $(1,0)$, $(1,1)$ and $(0,1)$, and `re_inner_fderiv` removes the projection term.

In `plaquette_flux_gauge`, every state is multiplied by a phase $g$, possibly discontinuous, as numerical diagonalisation may return. Each corner contributes $\bar g g=1$, so $P$ is unchanged; the underlying $u$ must still be differentiable at $k$.

`spinHalf_flux` treats $u=\cos\frac\theta2\,e_0+\sin\frac\theta2\,e^{i\varphi}e_1$ with $e_0,e_1$ orthonormal. Its derivatives give $\langle\partial_\theta u,\partial_\varphi u\rangle=\frac i2\sin\frac\theta2\cos\frac\theta2$, so the limit is $\frac12\sin\theta$ per unit coordinate area $d\theta\,d\varphi$.
